# The RPA characteristic polynomial is that of $(A-B)(A+B)$ evaluated at $X^2$, so its roots pair as $\pm w$

## Is the $\pm w$ pairing exact, multiplicities included?

For real $N\times N$ matrices $A$ and $B$, I believe that the random-phase-approximation matrix

$$M=\begin{pmatrix}A&B\\-B&-A\end{pmatrix}$$

has characteristic polynomial $\chi_M(X)=\chi_{(A-B)(A+B)}(X^2)$, where $\chi_P(X)=\det(X\,1-P)$, and that the excitation energies therefore come in pairs $w$, $-w$ of equal algebraic multiplicity. I can see that swapping the excitation amplitudes $x$ with the de-excitation amplitudes $y$ turns a solution at $w$ into one at $-w$. But $M$ need not be symmetric or diagonalisable, so counting eigenvectors does not settle the multiplicities. Do I need $A$ and $B$ symmetric, or a stable reference state? I would like a rigorous argument, checked by machine.

## It is exact for any square $A$ and $B$

The identity holds for arbitrary square $A$ and $B$ over any commutative ring, without symmetry, stability or diagonalisability, and the equality of multiplicities follows from it. In linear-response time-dependent Hartree–Fock and density-functional theory, the latter with an adiabatic kernel so that $A$ and $B$ do not depend on the frequency, and with real orbitals and a finite set of particle–hole pairs, this identity lets the squared excitation energies be found from an $N\times N$ problem in place of the $2N\times 2N$ one.

### Block elimination

Put $D=A-B$. Let $Z$ be an $N\times N$ matrix that commutes with $A$ and $B$, and define $W=Z^2-(A-B)(A+B)$. The key factorisation is

$$\begin{pmatrix}Z+D&Z-D\\0&1\end{pmatrix}\begin{pmatrix}Z-A&-B\\B&Z+A\end{pmatrix}=\begin{pmatrix}W&0\\B&Z+D\end{pmatrix}\begin{pmatrix}1&1\\0&1\end{pmatrix}.$$

The right side multiplies out to upper blocks $W$, $W$ and lower blocks $B$ and $B+Z+D=Z+A$. On the left the lower blocks are $B$ and $Z+A$ at once, and the upper ones are

$$(Z+D)(Z-A)+(Z-D)B=Z^2-D(A+B)+(DZ-ZD),$$

$$-(Z+D)B+(Z-D)(Z+A)=Z^2-D(A+B)+(ZD-DZ).$$

The commutators vanish because $Z$ commutes with $D$, so both blocks equal $W$. Three of the four factors are block triangular, and their determinants are $\det(Z+D)$, $\det W\,\det(Z+D)$ and $1$. Hence

$$\det(Z+D)\,\det\begin{pmatrix}Z-A&-B\\B&Z+A\end{pmatrix}=\det(Z+D)\,\det W .$$

Now take $Z=X\,1$ with $X$ an indeterminate, so that all entries are polynomials. The block matrix is then $X\,1-M$, whose determinant is $\chi_M(X)$, and $\det W=\det\big(X^2\,1-(A-B)(A+B)\big)=\chi_{(A-B)(A+B)}(X^2)$. The common factor $\det(X\,1+D)$ is $\chi_{-D}(X)$. It may vanish at particular numbers, but as a polynomial it has leading coefficient $1$, and such a polynomial can be cancelled from a product over any commutative ring. This gives the identity. For $N=1$, with $A=a$ and $B=b$, it reads $\chi_M(X)=X^2-(a^2-b^2)$, whose roots $\pm\sqrt{a^2-b^2}$ are imaginary when $|b|>|a|$.

### Evenness and multiplicities

Since $(-X)^2=X^2$, the polynomial $p=\chi_M$ satisfies $p(-X)=p(X)$. Let $k$ be the multiplicity of $-v$ as a root, so that $p(X)=(X+v)^k q(X)$ for some polynomial $q$. Reflecting gives

$$p(X)=p(-X)=(-X+v)^k q(-X)=(X-v)^k\,(-1)^k q(-X),$$

so the multiplicity at $v$ is at least $k$. Using this with $v=w$ and with $v=-w$ gives two opposite inequalities, and the multiplicities are equal. Evaluating the identity at $X=w$ also shows that $w$ is a root of $\chi_M$ exactly when $w^2$ is a root of $\chi_{(A-B)(A+B)}$.

### The amplitude equations

The equation $M(x,y)=w\,(x,y)$ for column vectors $x$, $y$ of length $N$ is the pair

$$Ax+By=wx,\qquad -Bx-Ay=wy .$$

Negating the second gives $Ay+Bx=-wy$ and negating the first gives $-By-Ax=-wx$, which is the same pair for $(y,x)$ at energy $-w$. Subtracting the second equation from the first gives $(A+B)(x+y)=w(x-y)$, and adding them gives $(A-B)(x-y)=w(x+y)$. Applying $A-B$ to the difference yields

$$(A-B)(A+B)(x+y)=w\,(A-B)(x-y)=w^2(x+y).$$

### The Lean file

```lean
import Mathlib

open Matrix Polynomial

namespace RPAPairing

variable {R K n : Type*} [CommRing R] [CommRing K] [Fintype n] [DecidableEq n]

/-- The RPA matrix `[[A, B], [-B, -A]]`, acting on pairs of excitation and
de-excitation amplitudes. -/
def rpaMatrix (A B : Matrix n n R) : Matrix (n ⊕ n) (n ⊕ n) R :=
  fromBlocks A B (-B) (-A)

/-- Block elimination: if `Z` commutes with `A` and `B`, the determinants of
`[[Z - A, -B], [B, Z + A]]` and of `Z² - (A - B)(A + B)` agree after multiplication
by `det (Z + (A - B))`. -/
theorem det_block_elimination (Z A B : Matrix n n R) (hA : Z * A = A * Z)
    (hB : Z * B = B * Z) :
    (Z + (A - B)).det * (fromBlocks (Z - A) (-B) B (Z + A)).det
      = (Z + (A - B)).det * (Z * Z - (A - B) * (A + B)).det := by
  -- a factorisation into block-triangular matrices
  have h : fromBlocks (Z + (A - B)) (Z - (A - B)) 0 (1 : Matrix n n R)
        * fromBlocks (Z - A) (-B) B (Z + A)
      = fromBlocks (Z * Z - (A - B) * (A + B)) 0 B (Z + (A - B))
        * fromBlocks (1 : Matrix n n R) (1 : Matrix n n R) 0 (1 : Matrix n n R) := by
    rw [fromBlocks_multiply, fromBlocks_multiply, fromBlocks_inj]
    refine ⟨?_, ?_, ?_, ?_⟩
    · linear_combination (norm := noncomm_ring) hB - hA
    · linear_combination (norm := noncomm_ring) hA - hB
    · noncomm_ring
    · noncomm_ring
  have hd := congrArg Matrix.det h
  rw [det_mul, det_mul, det_fromBlocks_zero₂₁, det_fromBlocks_zero₁₂,
    det_fromBlocks_zero₂₁, det_one] at hd
  linear_combination hd

/-- Substituting a polynomial `q` into the characteristic polynomial of `P` gives the
determinant of `q·1 - P`. -/
theorem charpoly_comp (P : Matrix n n R) (q : R[X]) :
    P.charpoly.comp q = (Matrix.scalar n q - (C : R →+* R[X]).mapMatrix P).det := by
  rw [Matrix.charpoly, ← Polynomial.coe_compRingHom_apply, RingHom.map_det]
  congr 1
  refine Matrix.ext fun i j => ?_
  by_cases h : i = j
  · subst h
    simp
  · simp [h]

/-- The characteristic polynomial of the RPA matrix is that of `(A - B)(A + B)`
evaluated at `X²`. -/
theorem charpoly_rpaMatrix (A B : Matrix n n R) :
    (rpaMatrix A B).charpoly = ((A - B) * (A + B)).charpoly.comp (X ^ 2) := by
  have hcomm : ∀ P : Matrix n n R[X],
      Matrix.scalar n (X : R[X]) * P = P * Matrix.scalar n (X : R[X]) :=
    fun P => (Matrix.scalar_commute (X : R[X]) (fun r => Commute.all _ r) P).eq
  have key := det_block_elimination (Matrix.scalar n (X : R[X]))
    ((C : R →+* R[X]).mapMatrix A) ((C : R →+* R[X]).mapMatrix B) (hcomm _) (hcomm _)
  have hM : charmatrix (rpaMatrix A B)
      = fromBlocks (Matrix.scalar n (X : R[X]) - (C : R →+* R[X]).mapMatrix A)
          (-(C : R →+* R[X]).mapMatrix B) ((C : R →+* R[X]).mapMatrix B)
          (Matrix.scalar n (X : R[X]) + (C : R →+* R[X]).mapMatrix A) := by
    refine Matrix.ext ?_
    rintro (i | i) (j | j) <;> simp [charmatrix_apply, rpaMatrix, diagonal_apply]
  -- the common factor is a characteristic polynomial, hence monic and cancellable
  have hD : (Matrix.scalar n (X : R[X])
      + ((C : R →+* R[X]).mapMatrix A - (C : R →+* R[X]).mapMatrix B)).det
      = (-(A - B)).charpoly := by
    rw [Matrix.charpoly, charmatrix, map_neg, map_sub, sub_neg_eq_add]
  rw [hD, ← hM] at key
  have hcancel := (Matrix.charpoly_monic (-(A - B))).isRegular.left key
  rw [charpoly_comp, sq, map_mul, map_mul, map_sub, map_add]
  exact hcancel

/-- The characteristic polynomial of the RPA matrix is unchanged under `X ↦ -X`. -/
theorem charpoly_rpaMatrix_even (A B : Matrix n n R) :
    (rpaMatrix A B).charpoly.comp (-X) = (rpaMatrix A B).charpoly := by
  have h : ((X : R[X]) ^ 2).comp (-X) = X ^ 2 := by simp
  rw [charpoly_rpaMatrix, Polynomial.comp_assoc, h]

/-- A polynomial unchanged under `X ↦ -X` has the same root multiplicity at `-w`
as at `w`. -/
theorem rootMultiplicity_neg_of_even (p : K[X]) (hp : p.comp (-X) = p) (w : K) :
    p.rootMultiplicity (-w) = p.rootMultiplicity w := by
  by_cases h0 : p = 0
  · simp [h0]
  have hle : ∀ v : K, p.rootMultiplicity (-v) ≤ p.rootMultiplicity v := by
    intro v
    rw [Polynomial.le_rootMultiplicity_iff h0]
    obtain ⟨q, hq⟩ := Polynomial.pow_rootMultiplicity_dvd p (-v)
    generalize p.rootMultiplicity (-v) = k at hq ⊢
    -- reflect the factorisation `p = (X + v)^k q`
    have hr : p.comp (-X) = ((X - C (-v)) ^ k * q).comp (-X) := by rw [← hq]
    have hs : (X - C (-v) : K[X]).comp (-X) = (X - C v) * (-1) := by
      rw [Polynomial.sub_comp, Polynomial.X_comp, Polynomial.C_comp, map_neg]
      ring
    rw [hp, Polynomial.mul_comp, Polynomial.pow_comp, hs, mul_pow, mul_assoc] at hr
    exact ⟨_, hr⟩
  refine le_antisymm (hle w) ?_
  have h := hle (-w)
  rwa [neg_neg] at h

/-- Pairing of excitation energies: after any extension of scalars `f` (such as from the
reals to the complex numbers), `-w` and `w` have equal multiplicity as roots of the
characteristic polynomial of the RPA matrix. -/
theorem rootMultiplicity_neg_rpaMatrix (f : R →+* K) (A B : Matrix n n R) (w : K) :
    ((rpaMatrix A B).charpoly.map f).rootMultiplicity (-w)
      = ((rpaMatrix A B).charpoly.map f).rootMultiplicity w := by
  apply rootMultiplicity_neg_of_even
  have h := congrArg (Polynomial.map f) (charpoly_rpaMatrix_even A B)
  rwa [Polynomial.map_comp, Polynomial.map_neg, Polynomial.map_X] at h

/-- After any extension of scalars `f`, `w` is a root of the characteristic polynomial of
the RPA matrix exactly when `w²` is a root of that of `(A - B)(A + B)`. -/
theorem isRoot_rpaMatrix_iff (f : R →+* K) (A B : Matrix n n R) (w : K) :
    ((rpaMatrix A B).charpoly.map f).IsRoot w
      ↔ (((A - B) * (A + B)).charpoly.map f).IsRoot (w ^ 2) := by
  rw [charpoly_rpaMatrix, Polynomial.map_comp]
  simp only [Polynomial.IsRoot.def, Polynomial.eval_comp, Polynomial.map_pow,
    Polynomial.map_X, Polynomial.eval_pow, Polynomial.eval_X]

omit [DecidableEq n] in
/-- The RPA equation for amplitudes `(x, y)` at energy `w` is the pair of equations
`A x + B y = w x` and `-B x - A y = w y`. -/
theorem rpa_equation_iff (A B : Matrix n n R) (x y : n → R) (w : R) :
    rpaMatrix A B *ᵥ Sum.elim x y = w • Sum.elim x y
      ↔ A *ᵥ x + B *ᵥ y = w • x ∧ -(B *ᵥ x) - A *ᵥ y = w • y := by
  have key : rpaMatrix A B *ᵥ Sum.elim x y
      = Sum.elim (A *ᵥ x + B *ᵥ y) (-(B *ᵥ x) - A *ᵥ y) := by
    rw [rpaMatrix, fromBlocks_mulVec]
    simp [Matrix.neg_mulVec, sub_eq_add_neg]
  rw [key]
  constructor
  · intro h
    exact ⟨funext fun i => congrFun h (Sum.inl i), funext fun i => congrFun h (Sum.inr i)⟩
  · rintro ⟨h1, h2⟩
    rw [h1, h2]
    funext i
    cases i <;> rfl

omit [DecidableEq n] in
/-- If `(x, y)` solves the RPA equation at energy `w`, the swapped amplitudes `(y, x)`
solve it at energy `-w`. -/
theorem rpa_equation_swap (A B : Matrix n n R) (x y : n → R) (w : R)
    (h : rpaMatrix A B *ᵥ Sum.elim x y = w • Sum.elim x y) :
    rpaMatrix A B *ᵥ Sum.elim y x = (-w) • Sum.elim y x := by
  obtain ⟨h1, h2⟩ := (rpa_equation_iff A B x y w).1 h
  refine (rpa_equation_iff A B y x (-w)).2 ⟨?_, ?_⟩
  · linear_combination (norm := module) (-1 : R) • h2
  · linear_combination (norm := module) (-1 : R) • h1

omit [DecidableEq n] in
/-- If `(x, y)` solves the RPA equation at energy `w`, then `x + y` solves the
half-size equation `(A - B)(A + B)(x + y) = w² (x + y)`. -/
theorem rpa_equation_reduced (A B : Matrix n n R) (x y : n → R) (w : R)
    (h : rpaMatrix A B *ᵥ Sum.elim x y = w • Sum.elim x y) :
    ((A - B) * (A + B)) *ᵥ (x + y) = w ^ 2 • (x + y) := by
  obtain ⟨h1, h2⟩ := (rpa_equation_iff A B x y w).1 h
  -- difference and sum of the two RPA equations
  have hs : (A + B) *ᵥ (x + y) = w • (x - y) := by
    simp only [Matrix.add_mulVec, Matrix.mulVec_add]
    linear_combination (norm := module) h1 - h2
  have hd : (A - B) *ᵥ (x - y) = w • (x + y) := by
    simp only [Matrix.sub_mulVec, Matrix.mulVec_sub]
    linear_combination (norm := module) h1 + h2
  rw [← Matrix.mulVec_mulVec, hs, Matrix.mulVec_smul, hd, smul_smul, sq]

end RPAPairing
```

```lean
#print axioms RPAPairing.rootMultiplicity_neg_rpaMatrix
#print axioms RPAPairing.isRoot_rpaMatrix_iff
#print axioms RPAPairing.rpa_equation_swap
#print axioms RPAPairing.rpa_equation_reduced
```

```
'RPAPairing.rootMultiplicity_neg_rpaMatrix' depends on axioms: [propext, Classical.choice, Quot.sound]
'RPAPairing.isRoot_rpaMatrix_iff' depends on axioms: [propext, Classical.choice, Quot.sound]
'RPAPairing.rpa_equation_swap' depends on axioms: [propext, Classical.choice, Quot.sound]
'RPAPairing.rpa_equation_reduced' depends on axioms: [propext, Classical.choice, Quot.sound]
```

### How the Lean objects map to the physics

The finite type `n` labels the particle–hole pairs and has $N$ elements. The doubled index `n ⊕ n` has a left copy for the excitation amplitudes and a right copy for the de-excitation amplitudes, and `Sum.elim x y` is the stacked vector $(x,y)$. `rpaMatrix A B` is $M$ with the signs written above. The entries lie in a commutative ring `R`, which is $\mathbb R$ in your case. Mathlib's `charpoly` is $\det(X\,1-P)$, with leading coefficient $1$, and `p.comp q` is the substitution $p(q(X))$. So `charpoly_rpaMatrix` is the polynomial identity, with no hypothesis on `A` or `B`, and `charpoly_rpaMatrix_even` is $\chi_M(-X)=\chi_M(X)$. For empty `n` both sides of the identity are the constant $1$.

An excitation energy is taken to be a root of $\chi_M$. The ring map `f : R →+* K` carries the coefficients into a second commutative ring `K` where the roots are sought. With the inclusion $\mathbb R\to\mathbb C$ this covers the complex roots that real $A$ and $B$ can produce, and with the identity map it gives the real roots. Algebraic multiplicity is `rootMultiplicity`, the largest $k$ for which $(X-w)^k$ divides the polynomial, and it is $0$ where $w$ is not a root. `rootMultiplicity_neg_rpaMatrix` says that this number is the same at $-w$ and at $w$ for every `w : K`. At $w=0$ that statement is empty, since the root is its own partner. `isRoot_rpaMatrix_iff` relates roots at $w$ and $w^2$ without comparing their multiplicities.

The three amplitude theorems have `x`, `y` and `w` over `R` itself, so complex energies are reached by taking `R` to be $\mathbb C$. They do not require $(x,y)\neq 0$ and fix no normalisation. `rpa_equation_reduced` therefore gives an eigenvector of the half-size problem only when $x+y\neq0$, and it runs in one direction, from the full problem to the reduced one.

$A$ and $B$ are given matrices. They are not built from orbital energies and two-electron integrals, and the equation of motion that leads to $M$ is taken as the starting point. The dimension is finite. The lower blocks carry no complex conjugation, so the form with $-B^*$ and $-A^*$ that complex orbitals require is a different matrix and is not treated. Nothing is said about the energies being real, which is where symmetry and positive definiteness of $A\pm B$ would enter. That the roots of $\chi_M$ over a field are the eigenvalues of $M$ is standard linear algebra, used here for interpretation and not among the statements proved in the file.

### How the tactics follow the algebra

`det_block_elimination` is the factorisation. After `fromBlocks_multiply` the goal splits into four block equations. In the upper left, the leftover commutator $DZ-ZD$ equals $(ZB-BZ)-(ZA-AZ)$, so `linear_combination` is given `hB - hA`. The upper right has the opposite sign and takes `hA - hB`. The lower two are identities of a noncommutative ring and close by `noncomm_ring`. Then `det_mul`, `det_fromBlocks_zero₂₁` and `det_fromBlocks_zero₁₂` evaluate the determinants of the triangular factors.

`charpoly_comp` justifies writing $\chi_P(q)=\det(q\,1-P)$. Substitution of `q` is a ring homomorphism, so `RingHom.map_det` moves it inside the determinant, and the matrices are compared entry by entry, on and off the diagonal.

`charpoly_rpaMatrix` applies the elimination over `R[X]`, with `Matrix.scalar n (X : R[X])` as $Z$ and with $A$ and $B$ read as matrices of constant polynomials through `mapMatrix`. `hcomm` says that a scalar matrix commutes with everything. `hM` identifies the block matrix with $X\,1-M$ in each of the four blocks, and `hD` identifies the common factor with `(-(A - B)).charpoly`. The cancellation is `hcancel`: `Matrix.charpoly_monic` gives the leading coefficient $1$, and `isRegular.left` removes the factor. The last rewrite uses `charpoly_comp` and turns $X^2\,1$ into $Z\cdot Z$ to match $W$.

`charpoly_rpaMatrix_even` follows from associativity of substitution and $(-X)^2=X^2$. In `rootMultiplicity_neg_of_even` the zero polynomial is handled first, where Mathlib sets every multiplicity to $0$. Otherwise `hle` is the inequality for a general `v`: `hq` is the factorisation $(X+v)^k q$, `hr` reflects it, and `hs` rewrites $-X+v$ as $(X-v)(-1)$, which exhibits $(X-v)^k$ as a divisor. `le_antisymm` joins the cases $v=w$ and $v=-w$. `rootMultiplicity_neg_rpaMatrix` carries evenness along `f` by `Polynomial.map_comp` and applies this lemma, and `isRoot_rpaMatrix_iff` evaluates the mapped identity at `w`.

`rpa_equation_iff` computes the block product on the stacked vector and reads off the left and right components. `rpa_equation_swap` multiplies `h2` and `h1` by $-1$. In `rpa_equation_reduced`, `hs` is the difference `h1 - h2` and `hd` is the sum `h1 + h2`, and the final rewrite chains them to produce $w^2$.
